# At fixed hopping t > 0, each ground-state site density strictly between 0 and 2 of a non-interacting two-electron dimer comes from exactly one potential difference

Q: Take two identical sites coupled by a hopping amplitude $t>0$, holding two electrons of opposite spin that do not interact. In the ground state, symmetry puts one electron on each site on average. Does the formal proof know anything of this physics, or does it only manipulate a density formula that somebody typed in?

A: It starts from the energy. Let the shared orbital have amplitudes $\psi_0,\psi_1$ with $|\psi_0|^2+|\psi_1|^2=1$, and define the population imbalance and the bond order,
$$X=|\psi_0|^2-|\psi_1|^2,\qquad B=2\,\mathrm{Re}(\psi_0^*\psi_1).$$
For identical sites, with their common site energy taken as zero and the hopping matrix element as $-t$, the orbital energy is $-tB$. Since $X^2+B^2\le 1$, the lowest possible value is $-t$, and reaching it requires $B=1$. That leaves $X=0$, which is an average of one electron per site. With unequal sites the argument is the same: minimal energy forces a particular imbalance.

```lean
import Mathlib

open Matrix Set

namespace DimerDensityPotential

noncomputable section
```

Q: Then show me the Hamiltonian for unequal sites.

A: The site energies are $d/2$ and $-d/2$, so $d$ is the potential difference, first site minus second. Fixing their mean at zero removes the common shift, which would not change the orbitals.

```lean
/-- One-electron Hamiltonian of the dimer with hopping `t` and site energies `d/2`, `-d/2`. -/
def hamiltonian (t d : ℝ) : Matrix (Fin 2) (Fin 2) ℂ :=
  !![((d / 2 : ℝ) : ℂ), -(t : ℂ); -(t : ℂ), ((-(d / 2) : ℝ) : ℂ)]
```

The sites carry the indices 0 and 1 of `Fin 2`, and the first site is index 0. An orbital is a function `Fin 2 → ℂ`, so complex amplitudes are allowed.

```lean
/-- Energy expectation value of a normalized orbital `ψ`. -/
def energy (t d : ℝ) (ψ : Fin 2 → ℂ) : ℝ :=
  (star ψ ⬝ᵥ (hamiltonian t d *ᵥ ψ)).re
```

This is $\langle\psi|H|\psi\rangle$. The matrix is Hermitian, so `.re` discards nothing and only turns the result into a real number.

Q: And "ground state" means what, exactly? An eigenvector that someone picked?

A: No, it is a minimizer over all normalized orbitals.

```lean
/-- The site probabilities of the orbital add up to one. -/
def Normalized (ψ : Fin 2 → ℂ) : Prop :=
  Complex.normSq (ψ 0) + Complex.normSq (ψ 1) = 1

/-- A ground orbital is normalized and has the least energy among normalized orbitals. -/
def IsGroundOrbital (t d : ℝ) (ψ : Fin 2 → ℂ) : Prop :=
  Normalized ψ ∧ ∀ φ, Normalized φ → energy t d ψ ≤ energy t d φ

/-- Mean electron number on the first site when two electrons of opposite spin occupy the normalized
orbital `ψ`. -/
def occupation (ψ : Fin 2 → ℂ) : ℝ := 2 * Complex.normSq (ψ 0)
```

The factor 2 in `occupation` is where the two electrons enter. That both electrons share the orbital `ψ` is built into this definition. Applying it to a ground orbital uses the standard fact that a non-interacting pair of opposite spins fills the lowest level; no two-electron wavefunction is constructed.

Q: So where does the density formula come in?

A: As a separate definition, which then has to be matched to the minimizers. Write $g=\sqrt{d^2+4t^2}$, the splitting between the two orbital levels.

```lean
/-- The quantity `sqrt (d² + 4t²)`. -/
def gap (t d : ℝ) : ℝ := √(d ^ 2 + 4 * t ^ 2)

/-- The density formula `n(d) = 1 - d / sqrt (d² + 4t²)`, for `t` and `d` not both zero. -/
def density (t d : ℝ) : ℝ := 1 - d / gap t d

/-- The potential difference assigned to a first-site density `n` with `0 < n < 2`. -/
def potential (t n : ℝ) : ℝ := 2 * t * (1 - n) / √(n * (2 - n))
```

The last definition is the candidate inverse,
$$d=\frac{2t(1-n)}{\sqrt{n(2-n)}}.$$
It comes from solving $1-n=d/g$. Squaring gives $d^2\,[1-(1-n)^2]=4t^2(1-n)^2$, the bracket equals $n(2-n)$, and $d$ has the sign of $1-n$.

```lean
/-- For `t > 0` the gap is positive, and its square is `d² + 4t²`. -/
theorem gap_spec {t : ℝ} (ht : 0 < t) (d : ℝ) :
    0 < gap t d ∧ gap t d ^ 2 = d ^ 2 + 4 * t ^ 2 :=
  ⟨Real.sqrt_pos.2 (by positivity), Real.sq_sqrt (by positivity)⟩
```

The hypothesis $t>0$ says that the sites are coupled. It keeps $g$ positive at every $d$, including $d=0$.

Q: Derive the density for me, starting from the energy.

A: Expanding the expectation value gives
$$E=\frac d2X-tB.$$

```lean
/-- The energy is a potential term, set by the population imbalance, plus a hopping term. -/
theorem energy_eq (t d : ℝ) (ψ : Fin 2 → ℂ) :
    energy t d ψ = d / 2 * (Complex.normSq (ψ 0) - Complex.normSq (ψ 1))
      - 2 * t * ((ψ 0).re * (ψ 1).re + (ψ 0).im * (ψ 1).im) := by
  simp [energy, hamiltonian, Matrix.mulVec, dotProduct, Fin.sum_univ_two,
    Complex.normSq_apply]
  ring
```

Lean writes the hopping term as $2t$ times the real part of $\psi_0^*\psi_1$, spelled out in real and imaginary parts. Now complete two squares:
$$(gX+d)^2+(gB-2t)^2=g^2(X^2+B^2)+2g(dX-2tB)+g^2.$$
Since $dX-2tB=2E$ and $X^2+B^2\le1$, the right-hand side is at most $2g^2+4gE$. Dropping the second square on the left,
$$(gX+d)^2\le 4g\left(E+\frac g2\right).$$
Energy above $-g/2$ therefore limits how far the imbalance can stray from $-d/g$.

```lean
/-- For `t > 0` and a normalized orbital, the energy above `-gap/2` bounds the deviation of the
population imbalance from `-d/gap`. -/
theorem imbalance_bound {t : ℝ} (ht : 0 < t) (d : ℝ) {ψ : Fin 2 → ℂ} (h : Normalized ψ) :
    (gap t d * (Complex.normSq (ψ 0) - Complex.normSq (ψ 1)) + d) ^ 2
      ≤ 4 * gap t d * (energy t d ψ + gap t d / 2) := by
  obtain ⟨_, hg2⟩ := gap_spec ht d
  -- imbalance and bond order lie in the unit disc
  have hxy : (Complex.normSq (ψ 0) - Complex.normSq (ψ 1)) ^ 2
      + (2 * ((ψ 0).re * (ψ 1).re + (ψ 0).im * (ψ 1).im)) ^ 2
      ≤ (Complex.normSq (ψ 0) + Complex.normSq (ψ 1)) ^ 2 := by
    simp only [Complex.normSq_apply]
    nlinarith [sq_nonneg ((ψ 0).re * (ψ 1).im - (ψ 0).im * (ψ 1).re)]
  rw [show Complex.normSq (ψ 0) + Complex.normSq (ψ 1) = 1 from h] at hxy
  rw [energy_eq]
  -- complete the squares
  nlinarith [mul_le_mul_of_nonneg_left hxy (sq_nonneg (gap t d)),
    sq_nonneg (gap t d * (2 * ((ψ 0).re * (ψ 1).re + (ψ 0).im * (ψ 1).im)) - 2 * t)]
```

In the proof, `hxy` is the inequality $X^2+B^2\le1$. It holds because the missing part is $4\,[\mathrm{Im}(\psi_0^*\psi_1)]^2$, the square handed to the first `nlinarith`. The final `nlinarith` receives this inequality multiplied by $g^2$, together with the square $(gB-2t)^2$.

Q: A bound is not a minimum. If no orbital reached $-g/2$, your statements about ground orbitals might be empty.

A: One does reach it. Take real, non-negative amplitudes $a,b$ with
$$a^2=\frac{g-d}{2g},\qquad b^2=\frac{g+d}{2g}.$$
They are normalized, and $a^2b^2=(g^2-d^2)/(4g^2)=t^2/g^2$, so $ab=t/g$. The energy is then
$$E=\frac d2\left(-\frac dg\right)-\frac{2t^2}{g}=-\frac{d^2+4t^2}{2g}=-\frac g2.$$

```lean
/-- For `t > 0` the dimer has a ground orbital, with energy `-gap/2`. -/
theorem exists_groundOrbital {t : ℝ} (ht : 0 < t) (d : ℝ) :
    ∃ ψ, IsGroundOrbital t d ψ ∧ energy t d ψ = -gap t d / 2 := by
  obtain ⟨hg, hg2⟩ := gap_spec ht d
  have h1 : 0 ≤ gap t d - d := by nlinarith [sq_nonneg t]
  have h2 : 0 ≤ gap t d + d := by nlinarith [sq_nonneg t]
  -- real amplitudes with the required populations and bond order
  obtain ⟨a, b, haa, hbb, hab⟩ : ∃ a b : ℝ, a * a = (gap t d - d) / (2 * gap t d) ∧
      b * b = (gap t d + d) / (2 * gap t d) ∧ a * b = t / gap t d := by
    refine ⟨√((gap t d - d) / (2 * gap t d)), √((gap t d + d) / (2 * gap t d)),
      Real.mul_self_sqrt (by positivity), Real.mul_self_sqrt (by positivity), ?_⟩
    rw [← Real.sqrt_mul (by positivity)]
    have e : (gap t d - d) / (2 * gap t d) * ((gap t d + d) / (2 * gap t d))
        = (t / gap t d) ^ 2 := by
      rw [div_mul_div_comm, div_pow, div_eq_div_iff (by positivity) (by positivity)]
      linear_combination gap t d ^ 2 * hg2
    rw [e, Real.sqrt_sq (by positivity)]
  have hn : Normalized ![(a : ℂ), (b : ℂ)] := by
    show Complex.normSq (a : ℂ) + Complex.normSq (b : ℂ) = 1
    rw [Complex.normSq_ofReal, Complex.normSq_ofReal, haa, hbb, ← add_div,
      div_eq_iff (by positivity)]
    ring
  have hE : energy t d ![(a : ℂ), (b : ℂ)] = -gap t d / 2 := by
    rw [energy_eq]
    show d / 2 * (Complex.normSq (a : ℂ) - Complex.normSq (b : ℂ))
      - 2 * t * ((a : ℂ).re * (b : ℂ).re + (a : ℂ).im * (b : ℂ).im) = _
    simp only [Complex.normSq_ofReal, Complex.ofReal_re, Complex.ofReal_im, haa, hbb, hab,
      mul_zero, add_zero]
    have e : d / 2 * ((gap t d - d) / (2 * gap t d) - (gap t d + d) / (2 * gap t d))
        - 2 * t * (t / gap t d) = -(d ^ 2 + 4 * t ^ 2) / (2 * gap t d) := by
      field_simp
      ring
    rw [e, ← hg2, div_eq_iff (by positivity)]
    ring
  refine ⟨_, ⟨hn, fun φ hφ => ?_⟩, hE⟩
  -- no normalized orbital lies below this energy
  rw [hE]
  by_contra hlt
  have hneg : energy t d φ + gap t d / 2 < 0 := by linarith [not_le.1 hlt]
  have := mul_neg_of_pos_of_neg (show 0 < 4 * gap t d by positivity) hneg
  linarith [imbalance_bound ht d hφ, sq_nonneg
    (gap t d * (Complex.normSq (φ 0) - Complex.normSq (φ 1)) + d)]
```

The code builds $a$ and $b$ as square roots, checks the normalization in `hn` and the energy in `hE`. The closing argument by contradiction says that an orbital below $-g/2$ would make the right-hand side of the bound negative, although the left-hand side is a square.

Q: That is one ground orbital. What about the others?

A: Any ground orbital has energy no higher than this one, so the right-hand side of the bound is at most zero. Hence $gX+d=0$, and
$$n=2|\psi_0|^2=1+X=1-\frac dg.$$

```lean
/-- For `t > 0`, every ground orbital gives the first-site density `1 - d / sqrt (d² + 4t²)`. -/
theorem occupation_eq_density {t : ℝ} (ht : 0 < t) {d : ℝ} {ψ : Fin 2 → ℂ}
    (h : IsGroundOrbital t d ψ) : occupation ψ = density t d := by
  obtain ⟨hg, _⟩ := gap_spec ht d
  obtain ⟨φ, hφ, hE⟩ := exists_groundOrbital ht d
  have hle := h.2 φ hφ.1
  have hn : Complex.normSq (ψ 0) + Complex.normSq (ψ 1) = 1 := h.1
  have hb := imbalance_bound ht d h.1
  have hz : 4 * gap t d * (energy t d ψ + gap t d / 2) ≤ 0 :=
    mul_nonpos_of_nonneg_of_nonpos (by positivity) (by linarith)
  have h0 := (pow_eq_zero_iff two_ne_zero).1 (le_antisymm (hb.trans hz) (sq_nonneg _))
  have hx : d / gap t d = -(Complex.normSq (ψ 0) - Complex.normSq (ψ 1)) := by
    rw [div_eq_iff hg.ne']
    linear_combination h0
  rw [occupation, density, hx]
  linarith
```

The hypothesis `h` admits every minimizer, so global phases and complex amplitudes are covered. The formula is now a consequence of the Hamiltonian.

Q: Good. I would call the derivative the static response. Which derivative is proved?

A: The one with respect to $d$ at fixed $t$, at every real $d$. From $g'=d/g$ and the quotient rule,
$$n'(d)=-\frac{g-d^2/g}{g^2}=-\frac{g^2-d^2}{g^3}=-\frac{4t^2}{(d^2+4t^2)^{3/2}}.$$
At $d=0$ this is $-1/(2t)$: weaker coupling makes the symmetric dimer easier to polarize.

```lean
/-- Static linear response for `t > 0`: the density changes with the potential difference at the
rate `-4t² / (d² + 4t²)^(3/2)`, the denominator being the cube of the gap. -/
theorem hasDerivAt_density {t : ℝ} (ht : 0 < t) (d : ℝ) :
    HasDerivAt (density t) (-4 * t ^ 2 / gap t d ^ 3) d := by
  obtain ⟨hg, hg2⟩ := gap_spec ht d
  have h0 : d ^ 2 + 4 * t ^ 2 ≠ 0 := by positivity
  have h1 : HasDerivAt (fun x : ℝ => x ^ 2 + 4 * t ^ 2) (2 * d) d := by
    simpa using (hasDerivAt_pow 2 d).add_const (4 * t ^ 2)
  have h2 : HasDerivAt (gap t) (2 * d / (2 * gap t d)) d := h1.sqrt h0
  have h3 : HasDerivAt (density t)
      (-((1 * gap t d - d * (2 * d / (2 * gap t d))) / gap t d ^ 2)) d :=
    ((hasDerivAt_id' d).fun_div h2 hg.ne').const_sub 1
  refine h3.congr_deriv ?_
  rw [show -4 * t ^ 2 = d ^ 2 - gap t d ^ 2 by linarith]
  field_simp
  ring
```

The steps `h1`, `h2` and `h3` differentiate the radicand, the gap and the density. The rest replaces $-4t^2$ by $d^2-g^2$ and simplifies. Lean states the 3/2 power as `gap t d ^ 3`. `HasDerivAt` says that the derivative exists and has this value. Nothing here concerns time-dependent or frequency-dependent response.

Q: Now the inverse. Does your candidate really return the density I ask for?

A: For $0<n<2$ put $s=\sqrt{n(2-n)}>0$ and $d=2t(1-n)/s$. Because $(1-n)^2+s^2=1$,
$$d^2+4t^2=\frac{4t^2\left[(1-n)^2+s^2\right]}{s^2}=\frac{4t^2}{s^2}.$$
So $g=2t/s$, which gives $d/g=1-n$ and $1-d/g=n$.

```lean
/-- For `t > 0` and `0 < n < 2`, the potential difference `2t(1-n) / sqrt (n(2-n))` produces
the density `n`. -/
theorem density_potential {t n : ℝ} (ht : 0 < t) (hn : n ∈ Ioo (0 : ℝ) 2) :
    density t (potential t n) = n := by
  have hpos : 0 < n * (2 - n) := mul_pos hn.1 (by linarith [hn.2])
  obtain ⟨s, hs⟩ : ∃ s, s = √(n * (2 - n)) := ⟨_, rfl⟩
  have hs0 : 0 < s := by rw [hs]; exact Real.sqrt_pos.2 hpos
  have hs2 : s ^ 2 = n * (2 - n) := by rw [hs]; exact Real.sq_sqrt hpos.le
  have hp : potential t n = 2 * t * (1 - n) / s := by rw [potential, hs]
  have hgap : gap t (potential t n) = 2 * t / s := by
    have e : (2 * t * (1 - n) / s) ^ 2 + 4 * t ^ 2 = (2 * t / s) ^ 2 := by
      have hne : s ^ 2 ≠ 0 := by positivity
      rw [div_pow, div_pow, eq_div_iff hne, add_mul, div_mul_cancel₀ _ hne]
      linear_combination 4 * t ^ 2 * hs2
    rw [gap, hp, e, Real.sqrt_sq (by positivity)]
  have hq : 2 * t * (1 - n) / s / (2 * t / s) = 1 - n := by field_simp
  rw [density, hgap, hp, hq]
  ring
```

The equation `hgap` is $g=2t/s$, and `hq` is the quotient $d/g=1-n$.

Q: That gives me some potential for each density. I also want to know that there is only one, and that no density falls outside the interval.

A: The derivative is negative everywhere, so $n(d)$ is strictly decreasing and no value occurs twice. Since $g^2=d^2+4t^2>d^2$, we have $-1<d/g<1$, which keeps $n$ strictly between 0 and 2. The explicit inverse reaches every density in that interval.

```lean
/-- For `t > 0` the density-potential map has derivative `-4t² / (d² + 4t²)^(3/2)`, is strictly
decreasing, and is a bijection from the real line onto the open interval `(0, 2)`. -/
theorem density_potential_map {t : ℝ} (ht : 0 < t) :
    (∀ d, HasDerivAt (density t) (-4 * t ^ 2 / gap t d ^ 3) d) ∧
      StrictAnti (density t) ∧ BijOn (density t) univ (Ioo 0 2) := by
  have hanti : StrictAnti (density t) := by
    apply strictAnti_of_deriv_neg
    intro d
    rw [(hasDerivAt_density ht d).deriv]
    have := pow_pos ht 2
    exact div_neg_of_neg_of_pos (by linarith) (pow_pos (gap_spec ht d).1 3)
  refine ⟨hasDerivAt_density ht, hanti, fun d _ => ?_, hanti.injective.injOn,
    fun n hn => ⟨potential t n, mem_univ _, density_potential ht hn⟩⟩
  -- the gap exceeds the absolute value of d, so the density stays inside (0, 2)
  obtain ⟨hg, hg2⟩ := gap_spec ht d
  have ht2 := pow_pos ht 2
  have h1 : d / gap t d < 1 := (div_lt_one hg).2 (by nlinarith)
  have h2 : -1 < d / gap t d := (lt_div_iff₀ hg).2 (by nlinarith)
  constructor <;> unfold density <;> linarith
```

`StrictAnti` means strictly decreasing. `BijOn (density t) univ (Ioo 0 2)` means that the map takes the whole real line into the open interval, is injective, and reaches every point of it. The proof supplies these three parts in that order, taking injectivity from the monotonicity. A completely empty or completely full first site is therefore not reached at any finite $d$.

Q: That theorem is again about the function `density`. I care about ground states.

A: The last theorem returns to them. For each $n$ in the open interval there is exactly one $d$ for which some ground orbital has occupation $n$.

```lean
/-- For `t > 0`, each first-site density strictly between 0 and 2 is the ground-state density of
exactly one potential difference. -/
theorem existsUnique_potential {t n : ℝ} (ht : 0 < t) (hn : n ∈ Ioo (0 : ℝ) 2) :
    ∃! d, ∃ ψ, IsGroundOrbital t d ψ ∧ occupation ψ = n := by
  obtain ⟨ψ, hψ, _⟩ := exists_groundOrbital ht (potential t n)
  refine ⟨potential t n,
    ⟨ψ, hψ, (occupation_eq_density ht hψ).trans (density_potential ht hn)⟩, ?_⟩
  rintro d ⟨φ, hφ, hocc⟩
  apply (density_potential_map ht).2.1.injective
  rw [← occupation_eq_density ht hφ, hocc, density_potential ht hn]

end

end DimerDensityPotential
```

Existence takes a ground orbital at `potential t n` and computes its occupation. For uniqueness, suppose that another $d$ also has a ground orbital with occupation $n$. Then both potential differences give the same value of `density t`, and injectivity makes them equal. Although the statement says "some ground orbital", `occupation_eq_density` shows that all ground orbitals at that $d$ share the occupation.

```lean
#print axioms DimerDensityPotential.existsUnique_potential
```

```
'DimerDensityPotential.existsUnique_potential' depends on axioms: [propext, Classical.choice, Quot.sound]
```

Q: Have you then proved the Hohenberg–Kohn theorem?

A: Only the analogue of its density-to-potential statement for two non-interacting electrons on two sites, with one adjustable potential difference and a fixed, known $t$. Interacting electrons, larger lattices and the continuum are not treated.

Q: What is such a small model good for in density functional theory?

A: In this non-interacting two-site model, `potential` solves the inversion problem of Kohn–Sham theory in closed form: given a target density, find the potential that produces it. A numerical inversion code can be compared with it on the dimer. Near $n=0$ or $n=2$ the response becomes small, so a small error in the target density turns into a large error in $d$.
